# Heisenberg evolution of fermionic operators under a diagonal one-body Hamiltonian

Fermions that do not interact occupy orbitals $p$ with energies $e_p$, and their Hamiltonian in that orbital basis counts energy mode by mode, $H = \sum_p e_p\, c_p a_p$, where $c_p$ creates and $a_p$ annihilates a particle in orbital $p$. In the Heisenberg picture the states are fixed and the operators move, $A(t) = e^{itH} A\, e^{-itH}$ with $\hbar = 1$. Removing a particle from orbital $q$ lowers the energy by $e_q$, so one expects $a_q$ to oscillate at that frequency and mix with nothing:

$$e^{itH} a_q\, e^{-itH} = e^{-i e_q t}\, a_q .$$

These phases give the time dependence of free-fermion correlation functions, and of operators in an interaction picture whose reference is a mean-field Hamiltonian in its own eigenorbitals, here for finitely many modes represented by finite matrices and a time-independent diagonal $H$. The Heisenberg picture in general also admits interacting, time-dependent and unbounded Hamiltonians, none of which is treated.

In Lean 4 with Mathlib:

```lean
import Mathlib

open scoped Matrix

namespace FermionHeisenberg

noncomputable section
```

## Conjugating an eigenoperator

Suppose $[X, A] = XA - AX = \mu A$ for a complex number $\mu$, and put $F(v) = e^{vX} A\, e^{-vX}$ for complex $v$. Since $X$ commutes with its own exponential, the derivative of $e^{vX}$ may be written $e^{vX} X$ and that of $e^{-vX}$ may be written $-X e^{-vX}$. The product rule gives

$$F'(v) = e^{vX} X A\, e^{-vX} - e^{vX} A X\, e^{-vX} = e^{vX} [X, A]\, e^{-vX} = \mu F(v).$$

For $g(v) = e^{-v\mu} F(v)$ it follows that $g'(v) = -\mu e^{-v\mu} F(v) + e^{-v\mu} \mu F(v) = 0$. So $g$ is constant, $g(z) = g(0) = A$, and multiplying by $e^{z\mu}$ yields

$$e^{zX} A\, e^{-zX} = e^{z\mu} A \qquad \text{for all } z \in \mathbb{C}.$$

The argument needs only a complete normed algebra over $\mathbb{C}$, in which the series $\sum_k X^k / k!$ converges and can be differentiated; `NormedSpace.exp` is that series. In the proof, `key` is the algebraic regrouping that leaves $[X, A]$ between the two exponentials, `h2` and `h3` are the two derivatives with $X$ placed on the inner side of each exponential, and `h4` is the equation $F' = \mu F$. The statement `hd` is $g' = 0$, where `module` performs the final cancellation. Constancy comes from `is_const_of_deriv_eq_zero`, the `simp only` call evaluates $g(0) = A$, and `he` supplies $e^{z\mu} e^{-z\mu} = 1$.

```lean
/-- In a complex Banach algebra, if `[X, A] = μ A` then
`exp(zX) A exp(-zX) = exp(zμ) A` for every complex `z`. -/
theorem exp_conj_eigenoperator_banach {𝔸 : Type*} [NormedRing 𝔸] [NormedAlgebra ℂ 𝔸]
    [CompleteSpace 𝔸] (X A : 𝔸) (μ : ℂ) (h : X * A - A * X = μ • A) (z : ℂ) :
    NormedSpace.exp (z • X) * A * NormedSpace.exp (-(z • X)) = Complex.exp (z * μ) • A := by
  have key : ∀ E F : 𝔸, E * X * A * F + E * A * (-X * F) = μ • (E * A * F) := by
    intro E F
    calc E * X * A * F + E * A * (-X * F) = E * (X * A - A * X) * F := by noncomm_ring
      _ = μ • (E * A * F) := by rw [h, mul_smul_comm, smul_mul_assoc]
  -- with the scalar factor removed, the conjugated operator has zero derivative
  have hd : ∀ u : ℂ, HasDerivAt
      (fun v : ℂ => Complex.exp (v * -μ) •
        (NormedSpace.exp (v • X) * A * NormedSpace.exp (v • (-X)))) 0 u := by
    intro u
    have h0 : HasDerivAt (fun v : ℂ => v * -μ) (-μ) u :=
      ((hasDerivAt_id' u).mul_const (-μ)).congr_deriv (one_mul _)
    have h1 : HasDerivAt (fun v : ℂ => Complex.exp (v * -μ))
        (Complex.exp (u * -μ) * -μ) u := h0.cexp
    have h2 : HasDerivAt (fun v : ℂ => NormedSpace.exp (v • X))
        (NormedSpace.exp (u • X) * X) u := hasDerivAt_exp_smul_const X u
    have h3 : HasDerivAt (fun v : ℂ => NormedSpace.exp (v • (-X)))
        (-X * NormedSpace.exp (u • (-X))) u := hasDerivAt_exp_smul_const' (-X) u
    -- equation of motion of the conjugated operator
    have h4 : HasDerivAt
        (fun v : ℂ => NormedSpace.exp (v • X) * A * NormedSpace.exp (v • (-X)))
        (μ • (NormedSpace.exp (u • X) * A * NormedSpace.exp (u • (-X)))) u :=
      ((h2.mul_const A).mul h3).congr_deriv
        (key (NormedSpace.exp (u • X)) (NormedSpace.exp (u • (-X))))
    refine (h1.smul h4).congr_deriv ?_
    module
  have hconst : ∀ g : ℂ → 𝔸, (∀ u, HasDerivAt g 0 u) → g z = g 0 := fun g hg =>
    is_const_of_deriv_eq_zero (fun u => (hg u).differentiableAt) (fun u => (hg u).deriv) z 0
  -- so it keeps its value at zero, which is `A`
  have hc := hconst _ hd
  simp only [zero_smul, zero_mul, neg_zero, NormedSpace.exp_zero, Complex.exp_zero, one_mul,
    mul_one, one_smul, smul_neg] at hc
  have he : Complex.exp (z * μ) * Complex.exp (z * -μ) = 1 := by
    rw [← Complex.exp_add]
    simp
  calc NormedSpace.exp (z • X) * A * NormedSpace.exp (-(z • X))
      = (Complex.exp (z * μ) * Complex.exp (z * -μ)) •
          (NormedSpace.exp (z • X) * A * NormedSpace.exp (-(z • X))) := by rw [he, one_smul]
    _ = Complex.exp (z * μ) • A := by rw [← smul_smul, hc]
```

Complex square matrices become such an algebra once a submultiplicative norm is chosen. The matrix statement mentions no norm, and an operator norm is switched on only inside the proof. The type `n` labels the finitely many basis states on which the matrices act, and `ι` labels the finitely many modes.

```lean
variable {ι n : Type*} [Fintype ι] [DecidableEq ι] [Fintype n] [DecidableEq n]

/-- For complex square matrices, if `[X, A] = μ A` then
`exp(zX) A exp(-zX) = exp(zμ) A` for every complex `z`. -/
theorem exp_conj_eigenoperator (X A : Matrix n n ℂ) (μ : ℂ) (h : X * A - A * X = μ • A)
    (z : ℂ) :
    NormedSpace.exp (z • X) * A * NormedSpace.exp (-(z • X)) = Complex.exp (z * μ) • A := by
  -- matrices form a Banach algebra under an operator norm
  open scoped Matrix.Norms.Operator in
    exact exp_conj_eigenoperator_banach X A μ h z
```

## The model

The operators obey the canonical anticommutation relations, with $\{A, B\} = AB + BA$:

$$\{a_p, a_q\} = 0, \qquad \{c_p, c_q\} = 0, \qquad \{a_p, c_q\} = \delta_{pq}\, 1 .$$

`IsCAR a c` holds exactly these three relations as the fields `ann_ann`, `cre_cre` and `ann_cre`, where `if p = q then 1 else 0` is $\delta_{pq}$ times the identity matrix. They are hypotheses. No Fock space, vacuum or inner product is built in, the matrix size is not fixed at $2^m$ for $m$ modes (the relations themselves force it to be a multiple of $2^m$, a fact neither used nor proved here), and $c_p = a_p^\dagger$ is not required.

```lean
/-- The canonical anticommutation relations for annihilators `a p` and creators `c p`:
`{a_p, a_q} = 0`, `{c_p, c_q} = 0`, `{a_p, c_q} = δ_pq`. -/
structure IsCAR (a c : ι → Matrix n n ℂ) : Prop where
  ann_ann : ∀ p q, a p * a q + a q * a p = 0
  cre_cre : ∀ p q, c p * c q + c q * c p = 0
  ann_cre : ∀ p q, a p * c q + c q * a p = if p = q then 1 else 0
```

The Hamiltonian is the sum of the products $c_p a_p$ weighted by real energies `e p`, which may be degenerate, zero or negative. It is Hermitian when $c_p = a_p^\dagger$; without that condition it need not be, and $e^{-itH}$ need not be unitary.

```lean
/-- The diagonal one-body Hamiltonian `H = ∑ p, e_p c_p a_p` with real orbital energies. -/
def hamiltonian (e : ι → ℝ) (a c : ι → Matrix n n ℂ) : Matrix n n ℂ :=
  ∑ p, (e p : ℂ) • (c p * a p)
```

The evolved operator fixes the sign convention: $e^{+itH}$ stands on the left, which corresponds to states evolving with $e^{-itH}$. The time `t` is real and is measured in inverse units of energy.

```lean
/-- The Heisenberg-picture operator `exp(itH) A exp(-itH)` at real time `t`. -/
def heisenberg (H : Matrix n n ℂ) (t : ℝ) (A : Matrix n n ℂ) : Matrix n n ℂ :=
  NormedSpace.exp ((Complex.I * (t : ℂ)) • H) * A *
    NormedSpace.exp (-((Complex.I * (t : ℂ)) • H))
```

Evolution respects products for any matrix $H$. With $E = e^{itH}$ and $F = e^{-itH}$, the exponents commute, so $FE = e^{0} = 1$, and

$$(EAF)(EBF) = EA\,(FE)\,BF = E\,(AB)\,F .$$

Here `hinv` proves $e^{-X} e^{X} = 1$ through `Matrix.exp_add_of_commute`, and `key` is the displayed regrouping.

```lean
/-- Heisenberg evolution of a product is the product of the evolved factors. -/
theorem heisenberg_mul (H : Matrix n n ℂ) (t : ℝ) (A B : Matrix n n ℂ) :
    heisenberg H t (A * B) = heisenberg H t A * heisenberg H t B := by
  have hinv : ∀ X : Matrix n n ℂ, NormedSpace.exp (-X) * NormedSpace.exp X = 1 := by
    intro X
    rw [← Matrix.exp_add_of_commute _ _ (Commute.refl X).neg_left, neg_add_cancel,
      NormedSpace.exp_zero]
  -- insert `exp(-itH) exp(itH) = 1` between the factors
  have key : ∀ E F : Matrix n n ℂ, F * E = 1 →
      E * (A * B) * F = E * A * F * (E * B * F) := by
    intro E F hFE
    symm
    calc E * A * F * (E * B * F) = E * A * (F * E) * B * F := by noncomm_ring
      _ = E * (A * B) * F := by
        rw [hFE]
        noncomm_ring
  exact key _ _ (hinv _)
```

## The commutators

A commutator with the bilinear $c_p a_p$ can be rewritten in anticommutators by adding and subtracting $c_p a_q a_p$:

$$[c_p a_p, a_q] = c_p \{a_p, a_q\} - \{a_q, c_p\}\, a_p = -\delta_{qp}\, a_q .$$

Multiplying by $e_p$ and summing over $p$ leaves the single term $p = q$:

$$[H, a_q] = \sum_p e_p\, [c_p a_p, a_q] = -e_q\, a_q .$$

In the proof, `h1` is the first equality, an identity in any ring that `noncomm_ring` checks, and `hp` inserts `h.ann_ann` and `h.ann_cre`. The commutator is then distributed over the sum, and `Finset.sum_eq_single q` discards the terms with $p \neq q$. The relation between creators is not used.

```lean
variable {a c : ι → Matrix n n ℂ}

/-- Commutator of the Hamiltonian with an annihilator: `[H, a_q] = -e_q a_q`. -/
theorem hamiltonian_comm_ann (h : IsCAR a c) (e : ι → ℝ) (q : ι) :
    hamiltonian e a c * a q - a q * hamiltonian e a c = (-(e q : ℂ)) • a q := by
  -- `[c_p a_p, a_q] = c_p {a_p, a_q} - {a_q, c_p} a_p`
  have hp : ∀ p, c p * a p * a q - a q * (c p * a p) = if q = p then -a q else 0 := by
    intro p
    have h1 : c p * a p * a q - a q * (c p * a p)
        = c p * (a p * a q + a q * a p) - (a q * c p + c p * a q) * a p := by noncomm_ring
    rw [h1, h.ann_ann p q, h.ann_cre q p]
    by_cases hq : q = p
    · simp [hq]
    · simp [hq]
  unfold hamiltonian
  rw [Finset.sum_mul, Finset.mul_sum, ← Finset.sum_sub_distrib]
  simp only [smul_mul_assoc, mul_smul_comm, ← smul_sub, hp]
  rw [Finset.sum_eq_single q]
  · simp
  · intro p _ hpq
    simp [Ne.symm hpq]
  · simp
```

For a creator one adds and subtracts $c_p c_q a_p$:

$$[c_p a_p, c_q] = c_p \{a_p, c_q\} - \{c_p, c_q\}\, a_p = \delta_{pq}\, c_q, \qquad [H, c_q] = e_q\, c_q .$$

The proof has the same shape, with `h.ann_cre` and `h.cre_cre` as inputs.

```lean
/-- Commutator of the Hamiltonian with a creator: `[H, c_q] = e_q c_q`. -/
theorem hamiltonian_comm_cre (h : IsCAR a c) (e : ι → ℝ) (q : ι) :
    hamiltonian e a c * c q - c q * hamiltonian e a c = (e q : ℂ) • c q := by
  -- `[c_p a_p, c_q] = c_p {a_p, c_q} - {c_p, c_q} a_p`
  have hp : ∀ p, c p * a p * c q - c q * (c p * a p) = if p = q then c q else 0 := by
    intro p
    have h1 : c p * a p * c q - c q * (c p * a p)
        = c p * (a p * c q + c q * a p) - (c p * c q + c q * c p) * a p := by noncomm_ring
    rw [h1, h.ann_cre p q, h.cre_cre p q]
    by_cases hq : p = q
    · simp [hq]
    · simp [hq]
  unfold hamiltonian
  rw [Finset.sum_mul, Finset.mul_sum, ← Finset.sum_sub_distrib]
  simp only [smul_mul_assoc, mul_smul_comm, ← smul_sub, hp]
  rw [Finset.sum_eq_single q]
  · simp
  · intro p _ hpq
    simp [hpq]
  · simp
```

## The evolved operators

The first commutator says that $a_q$ is an eigenoperator of $[H, \cdot\,]$ with $\mu = -e_q$. The conjugation formula with $X = H$ therefore gives

$$e^{zH} a_q\, e^{-zH} = e^{-z e_q}\, a_q$$

for every complex $z$. A real value $z = \tau$ is imaginary-time evolution, where the factor is $e^{-\tau e_q}$.

```lean
/-- For every complex parameter `z`, `exp(zH) a_q exp(-zH) = exp(-z e_q) a_q`. -/
theorem exp_conj_ann (h : IsCAR a c) (e : ι → ℝ) (q : ι) (z : ℂ) :
    NormedSpace.exp (z • hamiltonian e a c) * a q * NormedSpace.exp (-(z • hamiltonian e a c))
      = Complex.exp (-(z * (e q : ℂ))) • a q := by
  have hz : -(z * (e q : ℂ)) = z * -(e q : ℂ) := by ring
  rw [hz]
  exact exp_conj_eigenoperator _ _ _ (hamiltonian_comm_ann h e q) z
```

Setting $z = it$ gives the main result. Read in words, `heisenberg_ann` states: for any finite set of modes, any complex square matrices `a p` and `c p` of a common finite size that satisfy the anticommutation relations, any real energies, any real time $t$ and any mode $q$, the matrix $e^{itH} a_q e^{-itH}$ equals $a_q$ multiplied by the scalar $e^{-i e_q t}$. The proof is `exp_conj_ann` at `Complex.I * (t : ℂ)`.

```lean
/-- Heisenberg evolution of an annihilator:
`exp(itH) a_q exp(-itH) = exp(-i e_q t) a_q`. -/
theorem heisenberg_ann (h : IsCAR a c) (e : ι → ℝ) (t : ℝ) (q : ι) :
    heisenberg (hamiltonian e a c) t (a q)
      = Complex.exp (-(Complex.I * (e q : ℂ) * (t : ℂ))) • a q := by
  have hz : -(Complex.I * (e q : ℂ) * (t : ℂ)) = -(Complex.I * (t : ℂ) * (e q : ℂ)) := by ring
  rw [hz]
  unfold heisenberg
  exact exp_conj_ann h e q (Complex.I * (t : ℂ))
```

The relation $\{a_p, a_q\} = 0$ cannot be dropped. For one mode take $c = \begin{pmatrix} 0 & 0 \\ 1 & 0 \end{pmatrix}$ and $a = \begin{pmatrix} 0 & 1 \\ 1 & 0 \end{pmatrix}$. Then $c^2 = 0$ and $ac + ca = 1$, but $a^2 = 1$. With $\varepsilon$ the energy of the mode, the Hamiltonian is $H = \varepsilon\, c a = \mathrm{diag}(0, \varepsilon)$, and the evolved $a$ has upper entry $e^{-i\varepsilon t}$ and lower entry $e^{+i\varepsilon t}$, which differs from $e^{-i\varepsilon t} a$ unless $e^{2i\varepsilon t} = 1$.

For the creator $\mu = +e_q$, so the phase is the opposite one:

$$e^{itH} c_q\, e^{-itH} = e^{+i e_q t}\, c_q .$$

Because $c_q$ is not assumed to be an adjoint, this comes from its own commutator and not from conjugating the previous equation.

```lean
/-- Heisenberg evolution of a creator: `exp(itH) c_q exp(-itH) = exp(i e_q t) c_q`. -/
theorem heisenberg_cre (h : IsCAR a c) (e : ι → ℝ) (t : ℝ) (q : ι) :
    heisenberg (hamiltonian e a c) t (c q)
      = Complex.exp (Complex.I * (e q : ℂ) * (t : ℂ)) • c q := by
  have hz : Complex.I * (e q : ℂ) * (t : ℂ) = Complex.I * (t : ℂ) * (e q : ℂ) := by ring
  rw [hz]
  unfold heisenberg
  exact exp_conj_eigenoperator _ _ _ (hamiltonian_comm_cre h e q) (Complex.I * (t : ℂ))
```

An excitation operator $c_p a_q$ moves a particle from orbital $q$ to orbital $p$. By multiplicativity its evolution is the product of the two evolved factors, and the phases combine to the orbital energy difference:

$$e^{itH} c_p a_q\, e^{-itH} = e^{i e_p t}\, e^{-i e_q t}\, c_p a_q = e^{i (e_p - e_q) t}\, c_p a_q .$$

The closing `rw` follows this line: `heisenberg_mul` splits the product, the two theorems above supply the phases, the scalars are pulled out, and `hz` merges the exponentials.

```lean
/-- Heisenberg evolution of an excitation operator:
`exp(itH) c_p a_q exp(-itH) = exp(i (e_p - e_q) t) c_p a_q`. -/
theorem heisenberg_excitation (h : IsCAR a c) (e : ι → ℝ) (t : ℝ) (p q : ι) :
    heisenberg (hamiltonian e a c) t (c p * a q)
      = Complex.exp (Complex.I * ((e p : ℂ) - (e q : ℂ)) * (t : ℂ)) • (c p * a q) := by
  have hz : Complex.exp (Complex.I * ((e p : ℂ) - (e q : ℂ)) * (t : ℂ))
      = Complex.exp (Complex.I * (e p : ℂ) * (t : ℂ)) *
        Complex.exp (-(Complex.I * (e q : ℂ) * (t : ℂ))) := by
    rw [← Complex.exp_add]
    congr 1
    ring
  rw [heisenberg_mul, heisenberg_cre h, heisenberg_ann h, Matrix.smul_mul, Matrix.mul_smul,
    smul_smul, hz]
```

At $p = q$ the exponent vanishes, so each operator $c_q a_q$ is a constant of the motion. With $c_q = a_q^\dagger$ it is the occupation number of orbital $q$.

```lean
/-- The product `c_q a_q` is unchanged by the Heisenberg evolution under the diagonal Hamiltonian. -/
theorem heisenberg_number (h : IsCAR a c) (e : ι → ℝ) (t : ℝ) (q : ι) :
    heisenberg (hamiltonian e a c) t (c q * a q) = c q * a q := by
  rw [heisenberg_excitation h]
  simp
```

The evolution thus acts as an orbital rotation of the simplest kind, a separate phase on each orbital. For a non-diagonal generator $\sum_{pq} h_{pq} c_p a_q$ the annihilators would mix among themselves through the exponential of the matrix $h$; no theorem above establishes that case.

## A concrete family

The relations are realised by two modes on four basis states $|n_0 n_1\rangle$ with index $2n_0 + n_1$. The Jordan–Wigner annihilators act as

$$a_0 |1\, n_1\rangle = |0\, n_1\rangle, \qquad a_1 |n_0\, 1\rangle = (-1)^{n_0} |n_0\, 0\rangle,$$

and give zero on a state whose mode is empty. The sign $(-1)^{n_0}$ is the entry $-1$ in the second matrix. It makes the two orders differ: $a_0 a_1 |11\rangle = -|00\rangle$ while $a_1 a_0 |11\rangle = +|00\rangle$.

```lean
/-- The Jordan-Wigner annihilators of two modes as `4 × 4` matrices, the basis vector with
occupations `n₀, n₁` having index `2 n₀ + n₁`. -/
def jwAnn : Fin 2 → Matrix (Fin 4) (Fin 4) ℂ :=
  ![!![0, 0, 1, 0; 0, 0, 0, 1; 0, 0, 0, 0; 0, 0, 0, 0],
    !![0, 1, 0, 0; 0, 0, 0, 0; 0, 0, 0, -1; 0, 0, 0, 0]]
```

With $c_p = a_p^\dagger$, written `(jwAnn p)ᴴ`, all three relations hold, so every theorem above applies to this physical family with a Hermitian $H$. The relations $\{a_p, a_q\} = 0$ and $\{a_p, c_q\} = \delta_{pq}$ are checked entry by entry, with `fin_cases` running over both mode indices and both matrix indices. The relation between creators is the adjoint of the first one, since $(a_q a_p + a_p a_q)^\dagger = c_p c_q + c_q c_p$, which is the content of `hadj`.

```lean
set_option maxHeartbeats 400000 in
/-- The two-mode Jordan-Wigner annihilators and their adjoints satisfy the canonical
anticommutation relations. -/
theorem isCAR_witness : IsCAR jwAnn (fun p => (jwAnn p)ᴴ) := by
  have haa : ∀ p q, jwAnn p * jwAnn q + jwAnn q * jwAnn p = 0 := by
    intro p q
    ext i j
    simp only [Matrix.add_apply, Matrix.mul_apply, Fin.sum_univ_four]
    fin_cases p <;> fin_cases q <;> fin_cases i <;> fin_cases j <;> simp [jwAnn]
  refine ⟨haa, ?_, ?_⟩
  · -- adjoint of the relation between annihilators
    intro p q
    have hadj := congrArg Matrix.conjTranspose (haa q p)
    rw [Matrix.conjTranspose_add, Matrix.conjTranspose_mul, Matrix.conjTranspose_mul,
      Matrix.conjTranspose_zero] at hadj
    exact hadj
  · intro p q
    ext i j
    simp only [Matrix.add_apply, Matrix.mul_apply, Fin.sum_univ_four,
      Matrix.conjTranspose_apply]
    fin_cases p <;> fin_cases q <;> fin_cases i <;> fin_cases j <;>
      simp [jwAnn]

end

end FermionHeisenberg
```

```lean
#print axioms FermionHeisenberg.heisenberg_number
-- 'FermionHeisenberg.heisenberg_number' depends on axioms: [propext, Classical.choice, Quot.sound]
```
